# The middle bands of the quarter-flux Hofstadter model touch only at zero energy

Take four sites on a ring, hopping amplitude 1 between neighbours, and on-site energies 2, 0, -2, 0. The Hamiltonian has rows

(2, 1, 0, 1), (1, 0, 1, 0), (0, 1, -2, 1), (1, 0, 1, 0).

It annihilates both (0, 1, 0, -1) and (1, -1, -1, -1), so two levels meet at E = 0. The other two lie at ±2√2. This is the Hamiltonian below with both Bloch phases zero; the problems follow its levels as the phases vary.

```lean
import Mathlib

open Matrix ComplexConjugate

namespace QuarterFluxHofstadter

noncomputable section
```

Number the sites j = 0, 1, 2, 3. The shift U moves site j to j + 1 modulo 4, and the clock V multiplies site j by i^j.

```lean
/-- The cyclic shift on four sites. -/
def shift : Matrix (Fin 4) (Fin 4) ℂ :=
  !![0, 0, 0, 1; 1, 0, 0, 0; 0, 1, 0, 0; 0, 0, 1, 0]

/-- The clock matrix, whose diagonal runs through the powers of `i`. -/
def clock : Matrix (Fin 4) (Fin 4) ℂ :=
  !![1, 0, 0, 0; 0, Complex.I, 0, 0; 0, 0, -1, 0; 0, 0, 0, -Complex.I]
```

For complex x and y, `hopping x y` is xU + yV plus its adjoint. The Hamiltonian H sets x = e^{ia} and y = e^{ib}, with a and b real.

```lean
/-- Hopping with complex amplitudes `x` along the shift and `y` along the clock,
plus the adjoint. -/
def hopping (x y : ℂ) : Matrix (Fin 4) (Fin 4) ℂ :=
  x • shift + y • clock + (x • shift + y • clock)ᴴ

/-- The quarter-flux Hofstadter Hamiltonian at Bloch phases `a` and `b`. -/
def hamiltonian (a b : ℝ) : Matrix (Fin 4) (Fin 4) ℂ :=
  hopping (Complex.exp (a * Complex.I)) (Complex.exp (b * Complex.I))
```

H describes a non-interacting electron on a square lattice with a quarter flux quantum per plaquette, with energies in units of the hopping amplitude. The reduction from the lattice to this 4 by 4 matrix is taken as given.

Write r for `splitting a b`. The proposed band energies are ±`innerEnergy a b` and ±`outerEnergy a b`; part (i) ties them to H.

```lean
/-- The inner square root in the band energies. -/
def splitting (a b : ℝ) : ℝ :=
  √(12 + 2 * Real.cos (4 * a) + 2 * Real.cos (4 * b))

/-- The energy of the upper middle band. -/
def innerEnergy (a b : ℝ) : ℝ := √(4 - splitting a b)

/-- The energy of the top band. -/
def outerEnergy (a b : ℝ) : ℝ := √(4 + splitting a b)
```

## (a) The flux phase

Show that clock and shift commute up to a phase:

VU = i UV.

On site j, VU gives i^(j+1) times site j + 1, while UV gives i^j times the same site. At j = 3 the rule still holds because i⁴ = 1. Lean compares all sixteen entries.

```lean
/-- Clock and shift commute up to the quarter-flux phase `i`. -/
theorem clock_mul_shift : clock * shift = Complex.I • (shift * clock) := by
  ext i j
  fin_cases i <;> fin_cases j <;>
    simp [clock, shift, Matrix.mul_apply, Fin.sum_univ_succ]
```

## (b) A four-site ring determinant

Let the diagonal be E - c, E - s, E + c, E + s, with hopping entries -x one way round and -w the other. Show that the determinant is

(E² - c²)(E² - s²) - 4E²xw + 2(xw)² - x⁴ - w⁴.

The identity permutation gives the first term. The four single-bond swaps give -xw times the sum of the remaining diagonal products, which is (2E)(2E). The two pairs of disjoint swaps give 2(xw)², and the two full circuits are odd, giving -x⁴ - w⁴. Lean expands along rows, and `ring` collects the terms.

```lean
/-- The determinant of a ring of four sites with alternating on-site terms. -/
lemma det_ring (E c s x w : ℂ) :
    (!![E - c, -w, 0, -x; -x, E - s, -w, 0; 0, -x, E + c, -w; -w, 0, -x, E + s] :
      Matrix (Fin 4) (Fin 4) ℂ).det =
    (E ^ 2 - c ^ 2) * (E ^ 2 - s ^ 2) - 4 * E ^ 2 * (x * w) + 2 * (x * w) ^ 2
      - x ^ 4 - w ^ 4 := by
  simp [Matrix.det_succ_row_zero, Fin.sum_univ_succ, Fin.succAbove]
  ring
```

## (c) The Hamiltonian as a ring

Write E - H in the form of (b), identifying

c = y + ȳ, s = i(y - ȳ), w = x̄.

The on-site energy at j is i^j y + (-i)^j ȳ, which gives c, s, -c, -s in turn. The shift contributes x and its adjoint x̄. Lean checks this entrywise.

```lean
/-- The matrix `E - hopping x y` written out entry by entry, for complex `x` and `y`. -/
lemma secular_matrix (E x y : ℂ) :
    E • (1 : Matrix (Fin 4) (Fin 4) ℂ) - hopping x y =
    !![E - (y + conj y), -conj x, 0, -x;
       -x, E - Complex.I * (y - conj y), -conj x, 0;
       0, -x, E + (y + conj y), -conj x;
       -conj x, 0, -x, E + Complex.I * (y - conj y)] := by
  ext i j
  fin_cases i <;> fin_cases j <;>
    simp [hopping, shift, clock] <;> ring
```

## (d) Two facts about a phase

For z = e^{it} with t real, show that

z z̄ = 1 and z⁴ + z̄⁴ = 2 cos 4t.

Since z̄ = e^{-it}, the exponents cancel in the product, and the sum is e^{4it} + e^{-4it}.

```lean
/-- A Bloch phase has unit modulus, and its fourth power has real part `cos 4t`. -/
lemma phase_relations (t : ℝ) :
    Complex.exp (t * Complex.I) * conj (Complex.exp (t * Complex.I)) = 1 ∧
    Complex.exp (t * Complex.I) ^ 4 + conj (Complex.exp (t * Complex.I)) ^ 4
      = 2 * (Real.cos (4 * t) : ℂ) := by
  have h : conj ((t : ℂ) * Complex.I) = -((t : ℂ) * Complex.I) := by simp
  rw [← Complex.exp_conj, h]
  constructor
  · rw [← Complex.exp_add, add_neg_cancel, Complex.exp_zero]
  · rw [← Complex.exp_nat_mul, ← Complex.exp_nat_mul, Complex.ofReal_cos, Complex.cos]
    push_cast
    ring_nf
```

## (e) The secular polynomial

Show that, for every complex E,

det(E - H) = E⁴ - 8E² + 4 - 2 cos 4a - 2 cos 4b.

By (c) and (d),

c² + s² = 4yȳ = 4,

c²s² = -(y² - ȳ²)² = 2 - 2 cos 4b.

The first term of (b) is therefore E⁴ - 4E² + 2 - 2 cos 4b. With xw = 1, the rest is -4E² + 2 - 2 cos 4a. In Lean, `linear_combination` inserts the relations of (d).

```lean
/-- The secular polynomial of the quarter-flux Hofstadter Hamiltonian. -/
theorem secular_polynomial (a b : ℝ) (E : ℂ) :
    (E • (1 : Matrix (Fin 4) (Fin 4) ℂ) - hamiltonian a b).det =
      E ^ 4 - 8 * E ^ 2 + 4 - 2 * (Real.cos (4 * a) : ℂ) - 2 * (Real.cos (4 * b) : ℂ) := by
  obtain ⟨hx, hx4⟩ := phase_relations a
  obtain ⟨hy, hy4⟩ := phase_relations b
  unfold hamiltonian
  rw [secular_matrix, det_ring]
  generalize Complex.exp (a * Complex.I) = x at *
  generalize Complex.exp (b * Complex.I) = y at *
  rw [mul_pow Complex.I, Complex.I_sq]
  linear_combination (-4 * E ^ 2 + 2 * (x * conj x + 1)) * hx
    + (-4 * E ^ 2 + 2 * (y * conj y + 1)) * hy - hx4 - hy4
```

## (f) Bounds on the inner root

Show that r² = 12 + 2 cos 4a + 2 cos 4b and

2√2 ≤ r ≤ 4.

Each cosine lies between -1 and 1, so the radicand lies between 8 and 16.

```lean
/-- The inner square root lies between `2√2` and `4`, and its square is the radicand. -/
lemma splitting_bounds (a b : ℝ) :
    splitting a b ^ 2 = 12 + 2 * Real.cos (4 * a) + 2 * Real.cos (4 * b) ∧
    2 * √2 ≤ splitting a b ∧ splitting a b ≤ 4 := by
  have h1 := Real.neg_one_le_cos (4 * a)
  have h2 := Real.neg_one_le_cos (4 * b)
  have h3 := Real.cos_le_one (4 * a)
  have h4 := Real.cos_le_one (4 * b)
  have h5 : √(2 : ℝ) ^ 2 = 2 := Real.sq_sqrt (by norm_num)
  unfold splitting
  refine ⟨Real.sq_sqrt (by linarith), Real.le_sqrt_of_sq_le ?_, ?_⟩
  · rw [mul_pow, h5]
    linarith
  · exact Real.sqrt_le_iff.mpr ⟨by norm_num, by linarith⟩
```

## (g) Squared band energies

Show that

inner² = 4 - r and outer² = 4 + r.

By (f) both radicands are nonnegative, so squaring undoes the roots.

```lean
/-- The squares of the inner and outer band energies are `4 ∓ splitting`. -/
lemma energies_sq (a b : ℝ) :
    innerEnergy a b ^ 2 = 4 - splitting a b ∧ outerEnergy a b ^ 2 = 4 + splitting a b := by
  obtain ⟨-, hl, hu⟩ := splitting_bounds a b
  have h0 : 0 ≤ √(2 : ℝ) := Real.sqrt_nonneg 2
  unfold innerEnergy outerEnergy
  exact ⟨Real.sq_sqrt (by linarith), Real.sq_sqrt (by linarith)⟩
```

## (h) Separation from the outer bands

Show that, at all phases,

inner² ≤ 4 - 2√2 and outer² ≥ 4 + 2√2.

Insert r ≥ 2√2 into (g).

```lean
/-- At all Bloch phases the squared energies of the middle bands are at most `4 - 2√2`,
and those of the outer bands are at least `4 + 2√2`. -/
theorem outer_bands_separated (a b : ℝ) :
    innerEnergy a b ^ 2 ≤ 4 - 2 * √2 ∧ 4 + 2 * √2 ≤ outerEnergy a b ^ 2 := by
  obtain ⟨hi, ho⟩ := energies_sq a b
  obtain ⟨-, hl, -⟩ := splitting_bounds a b
  constructor <;> linarith
```

## (i) The energies of H

Show that H has a nonzero eigenvector with energy E exactly when

E = ±outer or E = ±inner.

Such a vector exists exactly when det(E - H) = 0 (`hdet`). By (g),

(E² - outer²)(E² - inner²) = E⁴ - 8E² + 16 - r²,

which is the polynomial of (e) (`hfac`). One factor must vanish.

For a = π/4 and b = 0, r = √12, so the energies are ±(√3 - 1) ≈ ±0.732 and ±(√3 + 1) ≈ ±2.732.

```lean
/-- The energies of the Hamiltonian are exactly `± outerEnergy` and `± innerEnergy`. -/
theorem energy_iff (a b : ℝ) (E : ℂ) :
    (∃ ψ : Fin 4 → ℂ, ψ ≠ 0 ∧ hamiltonian a b *ᵥ ψ = E • ψ) ↔
      (E = outerEnergy a b ∨ E = -outerEnergy a b) ∨
      (E = innerEnergy a b ∨ E = -innerEnergy a b) := by
  have hdet : (∃ ψ : Fin 4 → ℂ, ψ ≠ 0 ∧ hamiltonian a b *ᵥ ψ = E • ψ) ↔
      (E • (1 : Matrix (Fin 4) (Fin 4) ℂ) - hamiltonian a b).det = 0 := by
    rw [← Matrix.exists_mulVec_eq_zero_iff]
    refine exists_congr fun ψ => and_congr_right fun _ => ?_
    rw [Matrix.sub_mulVec, Matrix.smul_mulVec, Matrix.one_mulVec, sub_eq_zero]
    exact eq_comm
  obtain ⟨hi, ho⟩ := energies_sq a b
  obtain ⟨hr, -, -⟩ := splitting_bounds a b
  have hi' : (innerEnergy a b : ℂ) ^ 2 = 4 - (splitting a b : ℂ) := by exact_mod_cast hi
  have ho' : (outerEnergy a b : ℂ) ^ 2 = 4 + (splitting a b : ℂ) := by exact_mod_cast ho
  have hr' : (splitting a b : ℂ) ^ 2 =
      12 + 2 * (Real.cos (4 * a) : ℂ) + 2 * (Real.cos (4 * b) : ℂ) := by exact_mod_cast hr
  -- the secular polynomial is a product of two quadratics in E
  have hfac : (E • (1 : Matrix (Fin 4) (Fin 4) ℂ) - hamiltonian a b).det =
      (E ^ 2 - (outerEnergy a b : ℂ) ^ 2) * (E ^ 2 - (innerEnergy a b : ℂ) ^ 2) := by
    rw [secular_polynomial, hi', ho']
    linear_combination hr'
  rw [hdet, hfac, mul_eq_zero, sub_eq_zero, sub_eq_zero, sq_eq_sq_iff_eq_or_eq_neg,
    sq_eq_sq_iff_eq_or_eq_neg]
```

## (j) A cone around zero energy

With S = sin² 2a + sin² 2b, show that

S/2 ≤ inner² ≤ S.

Since cos 4t = 1 - 2 sin² 2t, r² = 16 - 4S, hence (4 - r)(4 + r) = 4S. Divide by 4 + r, which lies between 4 and 8. Lean's `nlinarith` uses the equivalent facts (4 - r)² ≥ 0 and (4 - r)r ≥ 0.

Near a zero of S, S is quadratic in the phase displacement, so the energy grows linearly with distance.

```lean
/-- The squared energy of the middle bands is bounded below and above by multiples of
`sin² 2a + sin² 2b`. -/
theorem middle_band_cone (a b : ℝ) :
    (Real.sin (2 * a) ^ 2 + Real.sin (2 * b) ^ 2) / 2 ≤ innerEnergy a b ^ 2 ∧
    innerEnergy a b ^ 2 ≤ Real.sin (2 * a) ^ 2 + Real.sin (2 * b) ^ 2 := by
  have hcos : ∀ t : ℝ, Real.cos (4 * t) = 1 - 2 * Real.sin (2 * t) ^ 2 := by
    intro t
    rw [show 4 * t = 2 * (2 * t) by ring, Real.cos_two_mul]
    linear_combination 2 * Real.sin_sq_add_cos_sq (2 * t)
  obtain ⟨hi, -⟩ := energies_sq a b
  obtain ⟨hr, hl, hu⟩ := splitting_bounds a b
  have h0 : 0 ≤ √(2 : ℝ) := Real.sqrt_nonneg 2
  have hr0 : 0 ≤ splitting a b := by linarith
  rw [hcos, hcos] at hr
  rw [hi]
  -- (4 - r) (4 + r) = 4 (sin² 2a + sin² 2b), with 4 ≤ 4 + r ≤ 8
  constructor
  · nlinarith [mul_nonneg (sub_nonneg.mpr hu) (sub_nonneg.mpr hu)]
  · nlinarith [mul_nonneg (sub_nonneg.mpr hu) hr0]
```

## (k) The touching points

Show that inner = -inner exactly when, for some integers m and n,

a = mπ/2 and b = nπ/2.

Equality forces inner = 0. The lower bound in (j) then makes both sines vanish, so 2a and 2b are multiples of π. Conversely, at such phases the upper bound gives inner = 0.

For non-interacting electrons in this four-band model, half filling puts the Fermi level at these touching points.

```lean
/-- The two middle bands `± innerEnergy` touch exactly when both Bloch phases are
integer multiples of `π/2`. -/
theorem middle_bands_touch_iff (a b : ℝ) :
    innerEnergy a b = -innerEnergy a b ↔
      (∃ m : ℤ, a = m * (Real.pi / 2)) ∧ (∃ n : ℤ, b = n * (Real.pi / 2)) := by
  obtain ⟨hlow, hupp⟩ := middle_band_cone a b
  constructor
  · intro h
    have h0 : innerEnergy a b = 0 := by linarith
    rw [h0] at hlow
    have ha : Real.sin (2 * a) = 0 := by
      nlinarith [sq_nonneg (Real.sin (2 * a)), sq_nonneg (Real.sin (2 * b))]
    have hb : Real.sin (2 * b) = 0 := by
      nlinarith [sq_nonneg (Real.sin (2 * a)), sq_nonneg (Real.sin (2 * b))]
    obtain ⟨m, hm⟩ := Real.sin_eq_zero_iff.mp ha
    obtain ⟨n, hn⟩ := Real.sin_eq_zero_iff.mp hb
    exact ⟨⟨m, by linarith⟩, ⟨n, by linarith⟩⟩
  · rintro ⟨⟨m, hm⟩, ⟨n, hn⟩⟩
    have ha : Real.sin (2 * a) = 0 := Real.sin_eq_zero_iff.mpr ⟨m, by rw [hm]; ring⟩
    have hb : Real.sin (2 * b) = 0 := Real.sin_eq_zero_iff.mpr ⟨n, by rw [hn]; ring⟩
    rw [ha, hb] at hupp
    have h0 : innerEnergy a b = 0 := by
      have hsq : innerEnergy a b ^ 2 = 0 :=
        le_antisymm (by linarith) (sq_nonneg _)
      exact pow_eq_zero_iff (two_ne_zero) |>.mp hsq
    rw [h0, neg_zero]

end

end QuarterFluxHofstadter
```

```lean
#print axioms QuarterFluxHofstadter.clock_mul_shift
#print axioms QuarterFluxHofstadter.outer_bands_separated
#print axioms QuarterFluxHofstadter.energy_iff
#print axioms QuarterFluxHofstadter.middle_bands_touch_iff
```

```
'QuarterFluxHofstadter.clock_mul_shift' depends on axioms: [propext, Classical.choice, Quot.sound]
'QuarterFluxHofstadter.outer_bands_separated' depends on axioms: [propext, Classical.choice, Quot.sound]
'QuarterFluxHofstadter.energy_iff' depends on axioms: [propext, Classical.choice, Quot.sound]
'QuarterFluxHofstadter.middle_bands_touch_iff' depends on axioms: [propext, Classical.choice, Quot.sound]
```
